# The cyclic overlap product of states invariant under space-time inversion is real

Space-time inversion is modelled here by a plain function T on a complex inner-product space E, with one property:

⟨Tx, Ty⟩ = conj ⟨x, y⟩ for all x and y.

Antilinearity is not assumed, because it follows from this property. The physical content is that the product of spatial inversion and time reversal maps each crystal momentum k to itself, so the same T can act on the states at every point of a loop in k-space.

Let u_j be states on a closed loop, with j in ZMod N and N ≥ 1, so that the index after N − 1 is 0. Their cyclic overlap product is

W = ∏_j ⟨u_j, u_(j+1)⟩.

If T u_j = c_j u_j with |c_j| = 1 for every j, then W is real. If also W ≠ 0, every angle φ with W = |W| e^(−iφ) is an integer multiple of π.

## Reading a Berry phase from the sign of W

A code that computes the Berry phase of a single band from overlaps of cell-periodic states can use this as a check, provided the band is nondegenerate at every point of the loop and the loop closes at the same k, not at k shifted by a reciprocal lattice vector. With the symmetry present, Im W should then vanish up to rounding and the eigensolver's convergence error, and the sign of a nonzero W gives the phase of the discrete loop, 0 or π modulo 2π. On a coarse loop this can differ from the Berry phase of the continuous band: with one or two points W is never negative, even where the band's phase is π. For a string across the Brillouin zone, the last overlap contains a closing factor e^(−iG·r), where G is the reciprocal lattice vector between the two ends. The phase then depends on the choice of origin, and W need not be real if the origin is not an inversion centre. The eigensolver's arbitrary phases do no harm, since the c_j may differ from point to point.

The check tests the symmetry only for N ≥ 3. For N = 1 the product is ‖u_0‖², and for N = 2 it is |⟨u_0, u_1⟩|², both real for any states.

## How the phases cancel around the loop

The inner product is antilinear in its first argument. For additivity of T, set d = T(x + y) − Tx − Ty. For every z,

⟨d, Tz⟩ = conj ⟨x + y, z⟩ − conj ⟨x, z⟩ − conj ⟨y, z⟩ = 0.

Since d is itself a combination of vectors of the form Tz, ⟨d, d⟩ = 0 and d = 0. For a scalar a, set d = T(ax) − conj(a) Tx. Then

⟨d, Tz⟩ = conj ⟨ax, z⟩ − a conj ⟨x, z⟩ = a conj ⟨x, z⟩ − a conj ⟨x, z⟩ = 0,

and again d = 0.

For the loop, conjugate W factor by factor and insert the phases:

conj W = ∏_j ⟨T u_j, T u_(j+1)⟩ = ∏_j conj(c_j) c_(j+1) ⟨u_j, u_(j+1)⟩.

Shifting the index by one only reorders a product around the loop, so ∏_j c_(j+1) = ∏_j c_j. Hence

conj W = (∏_j |c_j|²) W = W.

The imaginary part of W = |W| e^(−iφ) now reads 0 = −|W| sin φ. With W ≠ 0 this gives sin φ = 0, so φ = nπ for an integer n.

The phases c_j exist whenever the band is nondegenerate and its Hamiltonians commute with T. Suppose Hu = εu with ε real, u ≠ 0, and every solution at energy ε a multiple of u. Then

H(Tu) = T(Hu) = T(εu) = ε Tu,

so Tu = cu for some c. Comparing ⟨Tu, Tu⟩ = |c|² ‖u‖² with conj ⟨u, u⟩ = ‖u‖² gives |c| = 1.

The value π does occur. Take componentwise conjugation on ℂ² and the states (i, 0), (1, 2), (−1, 2). Their overlaps are −i, 3 and −i, so W = −3. For normalised states the product is −3/25, with the same phase.

## A degenerate level with a complex overlap product

Nondegeneracy matters. Keep componentwise conjugation on ℂ², let H be the identity at all three points, and choose

u_0 = (1, 0), u_1 = (1, 1), u_2 = (1, i).

Each H commutes with T and each u_j has energy 1, but the level is twofold degenerate. The overlaps are 1, 1 + i and 1, so W = 1 + i, or (1 + i)/4 after normalisation. The state u_2 is responsible: T u_2 = (1, −i) is not a multiple of it.

## The Lean file

```lean
import Mathlib

open scoped ComplexConjugate

namespace SpaceTimeInversionBerry

noncomputable section

variable {E : Type*} [NormedAddCommGroup E] [InnerProductSpace ℂ E]
variable {N : ℕ} [NeZero N]

/-- The map `T` turns every overlap into its complex conjugate. -/
def ConjugatesOverlaps (T : E → E) : Prop :=
  ∀ x y, inner ℂ (T x) (T y) = conj (inner ℂ x y)

/-- The product of the overlaps of neighbouring states around a closed discrete loop. -/
def cyclicOverlap (u : ZMod N → E) : ℂ :=
  ∏ j, inner ℂ (u j) (u (j + 1))

/-- The angle `φ` is a Berry phase of the loop: the overlap product `W` is nonzero and
equals `|W| exp(-iφ)`. -/
def IsBerryPhase (u : ZMod N → E) (φ : ℝ) : Prop :=
  cyclicOverlap u ≠ 0 ∧
    cyclicOverlap u = (‖cyclicOverlap u‖ : ℂ) * Complex.exp (((-φ : ℝ) : ℂ) * Complex.I)

/-- The nonzero state `u` has energy `ε` under `H`, and every solution of the eigenvalue
equation at this energy is a multiple of `u`. -/
def IsNondegenerateState (H : E →ₗ[ℂ] E) (ε : ℝ) (u : E) : Prop :=
  u ≠ 0 ∧ H u = (ε : ℂ) • u ∧ ∀ x, H x = (ε : ℂ) • x → ∃ c : ℂ, x = c • u

/-- A map that conjugates all overlaps is additive and conjugates scalar factors. -/
theorem antilinear_of_conjugatesOverlaps {T : E → E} (hT : ConjugatesOverlaps T)
    (a : ℂ) (x y : E) : T (x + y) = T x + T y ∧ T (a • x) = conj a • T x := by
  have h : ∀ x y, inner ℂ (T x) (T y) = conj (inner ℂ x y) := hT
  -- in both cases the difference of the two sides has zero norm
  constructor <;>
  · rw [← sub_eq_zero, ← inner_self_eq_zero (𝕜 := ℂ)]
    simp only [inner_sub_left, inner_sub_right, inner_add_left, inner_add_right,
      inner_smul_left, inner_smul_right, h, map_add, map_mul, Complex.conj_conj]
    ring

/-- Applying `T` to every state of a loop conjugates its overlap product. -/
theorem cyclicOverlap_image {T : E → E} (hT : ConjugatesOverlaps T) (u : ZMod N → E) :
    cyclicOverlap (fun j => T (u j)) = conj (cyclicOverlap u) := by
  unfold cyclicOverlap
  rw [map_prod]
  exact Finset.prod_congr rfl fun j _ => hT _ _

/-- If every state of a closed loop is invariant under `T` up to a unit phase, the cyclic
overlap product is real. -/
theorem cyclicOverlap_real {T : E → E} (hT : ConjugatesOverlaps T) {u : ZMod N → E}
    {c : ZMod N → ℂ} (hc : ∀ j, ‖c j‖ = 1) (hu : ∀ j, T (u j) = c j • u j) :
    (cyclicOverlap u).im = 0 := by
  -- each phase meets its own conjugate once around the loop
  have shift : ∏ j, c (j + 1) = ∏ j, c j := Equiv.prod_comp (Equiv.addRight (1 : ZMod N)) c
  have hcc : ∏ j, (conj (c j) * c (j + 1)) = 1 := by
    rw [Finset.prod_mul_distrib, shift, ← Finset.prod_mul_distrib]
    refine Finset.prod_eq_one fun j _ => ?_
    rw [mul_comm, Complex.mul_conj, Complex.normSq_eq_norm_sq, hc j]
    norm_num
  apply Complex.conj_eq_iff_im.mp
  calc conj (cyclicOverlap u) = ∏ j, inner ℂ (T (u j)) (T (u (j + 1))) :=
        (cyclicOverlap_image hT u).symm
    _ = ∏ j, (conj (c j) * c (j + 1)) * inner ℂ (u j) (u (j + 1)) := by
        refine Finset.prod_congr rfl fun j _ => ?_
        rw [hu j, hu (j + 1), inner_smul_left, inner_smul_right]
        ring
    _ = cyclicOverlap u := by
        rw [Finset.prod_mul_distrib, hcc, one_mul, cyclicOverlap]

/-- Every Berry phase of a loop of `T`-invariant states is an integer multiple of `π`. -/
theorem berryPhase_quantized {T : E → E} (hT : ConjugatesOverlaps T) {u : ZMod N → E}
    {c : ZMod N → ℂ} (hc : ∀ j, ‖c j‖ = 1) (hu : ∀ j, T (u j) = c j • u j)
    {φ : ℝ} (hφ : IsBerryPhase u φ) : ∃ n : ℤ, (n : ℝ) * Real.pi = φ := by
  obtain ⟨h0, h1⟩ := hφ
  -- the imaginary part of the polar form is proportional to sin φ
  have h := congrArg Complex.im h1
  rw [cyclicOverlap_real hT hc hu, Complex.im_ofReal_mul, Complex.exp_ofReal_mul_I_im,
    Real.sin_neg] at h
  apply Real.sin_eq_zero_iff.mp
  rcases mul_eq_zero.mp h.symm with h | h
  · exact absurd h (norm_ne_zero_iff.mpr h0)
  · exact neg_eq_zero.mp h

/-- A nondegenerate state of a Hamiltonian that commutes with `T` is invariant under `T`
up to a unit phase. -/
theorem exists_phase_of_nondegenerate {T : E → E} (hT : ConjugatesOverlaps T)
    {H : E →ₗ[ℂ] E} (hH : ∀ x, T (H x) = H (T x)) {ε : ℝ} {u : E}
    (hu : IsNondegenerateState H ε u) : ∃ c : ℂ, ‖c‖ = 1 ∧ T u = c • u := by
  obtain ⟨h0, he, hn⟩ := hu
  -- T u solves the same eigenvalue equation because the energy is real
  obtain ⟨c, hc⟩ := hn (T u) (by
    rw [← hH, he, (antilinear_of_conjugatesOverlaps hT (ε : ℂ) u u).2, Complex.conj_ofReal])
  refine ⟨c, ?_, hc⟩
  have h := hT u u
  rw [hc, inner_smul_left, inner_smul_right, inner_conj_symm] at h
  have hne : inner ℂ u u ≠ 0 := inner_self_ne_zero.mpr h0
  have h2 : c * conj c = 1 := mul_right_cancel₀ hne (by linear_combination h)
  rw [Complex.mul_conj, Complex.normSq_eq_norm_sq] at h2
  have h3 : ‖c‖ ^ 2 = 1 := by exact_mod_cast h2
  exact (pow_eq_one_iff_of_nonneg (norm_nonneg c) two_ne_zero).mp h3

/-- For a nondegenerate band of Hamiltonians that all commute with `T`, the cyclic overlap
product is real. -/
theorem cyclicOverlap_real_of_band {T : E → E} (hT : ConjugatesOverlaps T)
    {H : ZMod N → E →ₗ[ℂ] E} (hH : ∀ j x, T (H j x) = H j (T x))
    {ε : ZMod N → ℝ} {u : ZMod N → E} (hu : ∀ j, IsNondegenerateState (H j) (ε j) (u j)) :
    (cyclicOverlap u).im = 0 := by
  choose c hc hTu using fun j => exists_phase_of_nondegenerate hT (hH j) (hu j)
  exact cyclicOverlap_real hT hc hTu

/-- Componentwise complex conjugation of a two-component state. -/
def conjMap (x : EuclideanSpace ℂ (Fin 2)) : EuclideanSpace ℂ (Fin 2) :=
  WithLp.toLp 2 fun i => conj (x i)

/-- A loop of three two-component states: `(i, 0)`, `(1, 2)`, `(-1, 2)`. -/
def loop (j : ZMod 3) : EuclideanSpace ℂ (Fin 2) :=
  if j = 0 then !₂[Complex.I, 0] else if j = 1 then !₂[1, 2] else !₂[-1, 2]

/-- The phases `-1, 1, 1` attached to the three states of `loop`. -/
def loopPhase (j : ZMod 3) : ℂ := if j = 0 then -1 else 1

/-- The Hamiltonian `|u⟩⟨u|` built from a state `u`. -/
def rankOneHamiltonian (u : E) : E →ₗ[ℂ] E where
  toFun x := inner ℂ u x • u
  map_add' x y := by rw [inner_add_right, add_smul]
  map_smul' a x := by rw [inner_smul_right, mul_smul, RingHom.id_apply]

/-- Complex conjugation conjugates overlaps and leaves the states of `loop` invariant up to
the unit phases `loopPhase`; the overlap product of `loop` is `-3`. -/
theorem loop_witness : ConjugatesOverlaps conjMap ∧ (∀ j, ‖loopPhase j‖ = 1) ∧
    (∀ j, conjMap (loop j) = loopPhase j • loop j) ∧ cyclicOverlap loop = -3 := by
  refine ⟨?_, ?_, ?_, ?_⟩
  · intro x y
    simp [conjMap, PiLp.inner_apply, Fin.sum_univ_two]
  · intro j
    unfold loopPhase
    split_ifs <;> simp
  · intro j
    have htwo : conj (2 : ℂ) = 2 := by
      apply Complex.ext <;> simp
    unfold loop loopPhase
    split_ifs <;> ext i <;> fin_cases i <;> simp [conjMap] <;> exact htwo
  · have h : cyclicOverlap loop = inner ℂ (loop 0) (loop 1) * inner ℂ (loop 1) (loop 2)
        * inner ℂ (loop 2) (loop 0) :=
      Fin.prod_univ_three (fun j : ZMod 3 => inner ℂ (loop j) (loop (j + 1)))
    have h0 : loop 0 = !₂[Complex.I, 0] := by rw [loop, if_pos rfl]
    have h1 : loop 1 = !₂[1, 2] := by rw [loop, if_neg (by decide), if_pos rfl]
    have h2 : loop 2 = !₂[-1, 2] := by rw [loop, if_neg (by decide), if_neg (by decide)]
    rw [h, h0, h1, h2]
    apply Complex.ext <;> simp [PiLp.inner_apply, Fin.sum_univ_two]
    norm_num

/-- The three-state loop has Berry phase `π`. -/
theorem loop_berryPhase_pi : IsBerryPhase loop Real.pi := by
  have he : Complex.exp (((-Real.pi : ℝ) : ℂ) * Complex.I) = -1 := by
    rw [Complex.ofReal_neg, neg_mul, Complex.exp_neg, Complex.exp_pi_mul_I]
    norm_num
  rw [IsBerryPhase, loop_witness.2.2.2, he]
  constructor <;> norm_num

/-- The Hamiltonians `|u⟩⟨u|` built from the states of `loop` commute with complex
conjugation and have these states as nondegenerate states of energy `‖u‖²`. -/
theorem band_witness (j : ZMod 3) :
    (∀ x, conjMap (rankOneHamiltonian (loop j) x) = rankOneHamiltonian (loop j) (conjMap x)) ∧
    IsNondegenerateState (rankOneHamiltonian (loop j)) (‖loop j‖ ^ 2) (loop j) := by
  obtain ⟨hT, hc, hu, hW⟩ := loop_witness
  have h0 : loop j ≠ 0 := by
    intro h
    have hz : cyclicOverlap loop = 0 :=
      Finset.prod_eq_zero (Finset.mem_univ j) (by rw [h, inner_zero_left])
    rw [hW] at hz
    norm_num at hz
  have hε : ((‖loop j‖ ^ 2 : ℝ) : ℂ) ≠ 0 :=
    Complex.ofReal_ne_zero.mpr (pow_ne_zero 2 (norm_ne_zero_iff.mpr h0))
  refine ⟨fun x => ?_, h0, ?_, fun x hx => ?_⟩
  · change conjMap (inner ℂ (loop j) x • loop j) = inner ℂ (loop j) (conjMap x) • loop j
    rw [(antilinear_of_conjugatesOverlaps hT _ (loop j) 0).2, hu j, smul_smul]
    congr 1
    have h := hT (loop j) x
    rw [hu j, inner_smul_left] at h
    have hcc : loopPhase j * conj (loopPhase j) = 1 := by
      rw [Complex.mul_conj, Complex.normSq_eq_norm_sq, hc j]
      norm_num
    linear_combination (-loopPhase j) * h + inner ℂ (loop j) (conjMap x) * hcc
  · change inner ℂ (loop j) (loop j) • loop j = _
    rw [inner_self_eq_norm_sq_to_K]
    push_cast
    rfl
  · -- dividing the eigenvalue equation by the energy exhibits x as a multiple of the state
    have hx' : inner ℂ (loop j) x • loop j = ((‖loop j‖ ^ 2 : ℝ) : ℂ) • x := hx
    refine ⟨((‖loop j‖ ^ 2 : ℝ) : ℂ)⁻¹ * inner ℂ (loop j) x, ?_⟩
    rw [mul_smul, hx', smul_smul, inv_mul_cancel₀ hε, one_smul]

end

end SpaceTimeInversionBerry
```

```lean
#print axioms SpaceTimeInversionBerry.cyclicOverlap_real
#print axioms SpaceTimeInversionBerry.berryPhase_quantized
#print axioms SpaceTimeInversionBerry.cyclicOverlap_real_of_band
#print axioms SpaceTimeInversionBerry.loop_berryPhase_pi
```

```
'SpaceTimeInversionBerry.cyclicOverlap_real' depends on axioms: [propext, Classical.choice, Quot.sound]
'SpaceTimeInversionBerry.berryPhase_quantized' depends on axioms: [propext, Classical.choice, Quot.sound]
'SpaceTimeInversionBerry.cyclicOverlap_real_of_band' depends on axioms: [propext, Classical.choice, Quot.sound]
'SpaceTimeInversionBerry.loop_berryPhase_pi' depends on axioms: [propext, Classical.choice, Quot.sound]
```

## From the Lean hypotheses to a band calculation

`ConjugatesOverlaps` is the defining property of T, `cyclicOverlap` is W, and `[NeZero N]` says N ≥ 1. `IsBerryPhase` fixes the sign convention e^(−iφ) and includes W ≠ 0. It accepts every representative of the angle, not just a principal value. States need not be normalised, and E may have any dimension.

`antilinear_of_conjugatesOverlaps` expands ⟨d, d⟩ with `simp` and cancels the terms with `ring`. In `cyclicOverlap_real`, `Equiv.prod_comp` performs the index shift, `hcc` collects the phases into 1, and the `calc` block is the chain from conj W to W, starting from `cyclicOverlap_image`. `berryPhase_quantized` takes imaginary parts and applies `Real.sin_eq_zero_iff`.

`exists_phase_of_nondegenerate` supplies the unit phase for one state, and `cyclicOverlap_real_of_band` uses it at every point. The Hamiltonian is a linear map defined on all of E, which covers a matrix in a finite basis but not a differential operator defined only on part of a space of square-integrable functions. Its self-adjointness is not required, but the energy is taken to be real.

`loop_witness` and `loop_berryPhase_pi` verify the three-state example. `band_witness` shows that the Hamiltonians |u_j⟩⟨u_j| commute with conjugation and have the loop states as nondegenerate states of energy ‖u_j‖².

Several situations in band calculations lie beyond these theorems:

- **Groups of bands.** W is a product of single-state overlaps, not of determinants of overlap matrices.
- **Kramers pairs.** T u = cu with |c| = 1 implies T²u = u, so a symmetry with T² = −1 has no such nonzero states.
- **Loops across the Brillouin zone.** The last overlap returns to the same vector u_0, and one T serves all points. A closing factor that depends on a reciprocal lattice vector, or a k-dependent T, needs a separate argument.
- **Numerical and continuum limits.** The arithmetic is exact and the loop is discrete. There is no rounding bound and no statement about N → ∞.
